# The orbital-relaxed Hartree–Fock energy is concave in one fractional occupation (finite real basis)

A scan of the Hartree–Fock energy against the occupation $t$ of one spin orbital gives a curve from the $(N-1)$-electron energy at $t=0$ to the $N$-electron energy at $t=1$. Without knowing which shapes this curve can take, it is easy to confuse a fault in the code with a property of the method. A curve that bows above the straight line between the endpoints may be chased as a bug, and a point below the line may be accepted as a gain from orbital relaxation. For global minima over orthonormal orbitals in a basis of $n \ge N$ real spin orbitals, the first shape is allowed and the second is impossible.

## The chord bound

Take an orthonormal basis of $n$ real spin orbitals, a real matrix $h_{pq}$ and a real array $g_{pqrs}$, in the index order of the integral $(pq|rs)$. In an electronic-structure calculation $h$ holds the kinetic energy and the attraction to the nuclei, and $g$ holds the electron repulsion integrals, with $p,q$ belonging to one electron and $r,s$ to the other. The constant nuclear repulsion is left out. For a real $n\times n$ matrix $P$ the energy is

$$E(P)=\sum_{pq}h_{pq}P_{pq}+\tfrac12\sum_{pqrs}g_{pqrs}\,\bigl(P_{pq}P_{rs}-P_{ps}P_{rq}\bigr).$$

A $k$-frame is a family $c_0,\dots,c_{k-1}$ of vectors in $\mathbb R^n$ with $c_i\cdot c_j=\delta_{ij}$. The $k$-electron energy $E_k$ is the minimum of $E\bigl(\sum_i c_ic_i^{T}\bigr)$ over $k$-frames. Write $N=M+1$. For an $(M+1)$-frame $c$ set

$$P_c(t)=\sum_{i=0}^{M-1}c_ic_i^{T}+t\,c_Mc_M^{T},\qquad m(t)=\min_c E\bigl(P_c(t)\bigr).$$

If $M+1\le n$, then $m$ is concave on $[0,1]$, $m(0)=E_M$, $m(1)=E_{M+1}$, and

$$(1-t)\,E_M+t\,E_{M+1}\le m(t)\qquad(0\le t\le1).$$

The condition $M+1\le n$ says that the basis has room for $N$ mutually orthogonal orbitals, one for each electron. Behind the bound is an identity for frozen orbitals, valid for every real matrix $D$, vector $v$ and real number $t$:

$$E(D+t\,vv^{T})=(1-t)\,E(D)+t\,E(D+vv^{T}).$$

## Occupation scans and SCF endpoints

The identity gives a check on the energy routine that needs no SCF iteration. Build $D$ and $v$, evaluate the energy at $t=0$, at $t=1$ and at one value in between, and compare with the linear interpolation. If the Coulomb and exchange terms use the same integrals, the difference should be rounding error; separate approximations for the two terms, such as density fitting for the Coulomb term alone, can leave a larger one. Since the identity holds for any $g$, the check does not show that the integrals are correct. It probes whether the Coulomb and exchange contractions cancel on a rank-one density.

The bound gives a check on SCF convergence. A run at occupation $t$ returns an orthonormal frame $c$, and its energy $\tilde e(t)=E(P_c(t))$ is at least $m(t)$. Suppose that $\tilde e(t)<(1-t)\,\tilde e(0)+t\,\tilde e(1)$ for the computed endpoint energies $\tilde e(0)$ and $\tilde e(1)$. By the identity, $\tilde e(t)=(1-t)E(P_c(0))+tE(P_c(1))$, so $E(P_c(0))<\tilde e(0)$ or $E(P_c(1))<\tilde e(1)$. At least one endpoint run has missed the global minimum, and the orbitals from the fractional run, with $c_M$ emptied or filled, have a lower energy than that run found. Two extra energy evaluations show which endpoint to restart. The same argument applies to any three occupations of a scan.

The term localisation error can be illustrated by an electron shared between two identical, distant fragments. Adding the bound at $t$ and at $1-t$ gives $m(t)+m(1-t)\ge E_M+E_{M+1}$. If fragment energies are taken to add, which is an extra assumption about the separated system, then within this one-fractional-orbital model a split electron is never cheaper than a whole electron on one fragment.

## From cancelled self-interaction to concavity

Put $W=vv^{T}$ and $P=D+tW$. The one-electron term is linear in $P$, hence affine in $t$. For fixed $p,q,r,s$ the two-electron bracket expands as

$$P_{pq}P_{rs}-P_{ps}P_{rq}=A+tB+t^2C,$$

$$A=D_{pq}D_{rs}-D_{ps}D_{rq},\qquad B=D_{pq}W_{rs}+W_{pq}D_{rs}-D_{ps}W_{rq}-W_{ps}D_{rq},$$

$$C=W_{pq}W_{rs}-W_{ps}W_{rq}=v_pv_qv_rv_s-v_pv_sv_rv_q=0 .$$

The Coulomb and exchange self-interaction of $v$ cancel entry by entry, before $g$ multiplies anything, so no symmetry of $g$ is used. The bracket is $A+tB=(1-t)A+t(A+B)$, where $A$ and $A+B$ are its values at $t=0$ and $t=1$. Multiplying by $g_{pqrs}$ and summing gives the identity. For each frame $c$, the function $\ell_c(t)=E(P_c(t))$ is therefore affine.

The minima exist. Each coefficient $c_{ip}$ (component $p$ of orbital $c_i$) obeys $c_{ip}^2\le\sum_q c_{iq}^2=1$, so the $k$-frames lie in the cube $[-1,1]^{kn}$. The orthonormality conditions are equations between continuous functions, so the frames form a closed subset of the cube, which is compact. The set is not empty for $k\le n$: given a $k$-frame with $k+1\le n$, the linear map $x\mapsto(c_i\cdot x)_i$ from $\mathbb R^n$ to $\mathbb R^k$ has a nonzero kernel vector $x$, and $v=x/\sqrt{x\cdot x}$ extends the frame to $k+1$ orbitals. Induction starts from the empty frame. The energy is a polynomial in the coefficients, so it attains its minimum.

For concavity take real $x,y$ and weights $a,b\ge0$ with $a+b=1$, and let $c$ be a minimising frame at occupation $ax+by$. The same frame is a trial frame at $x$ and at $y$, so

$$m(ax+by)=\ell_c(ax+by)=a\,\ell_c(x)+b\,\ell_c(y)\ge a\,m(x)+b\,m(y).$$

At $t=1$ the density $P_c(1)$ is $\sum_{i=0}^{M}c_ic_i^{T}$, and $m(1)=E_{M+1}$ because the two minimisations coincide. At $t=0$ there are two inequalities. Extending a minimising $M$-frame by an empty orbital leaves the density unchanged, so $m(0)\le E_M$. Dropping the empty orbital from a frame that minimises at $t=0$ leaves an $M$-frame with the same density, so $E_M\le m(0)$. Concavity with $x=0$, $y=1$, $a=1-t$, $b=t$ is the chord bound.

## Energy functional, frames and theorems in Lean 4

```lean
import Mathlib

open Matrix

namespace FractionalHartreeFock

noncomputable section

variable {n : ℕ}

/-- One-electron energy `∑ h_pq P_pq` of a density matrix `P`. -/
def oneElec (h P : Matrix (Fin n) (Fin n) ℝ) : ℝ := ∑ p, ∑ q, h p q * P p q

/-- Coulomb minus exchange contraction `∑ g_pqrs (P_pq P_rs - P_ps P_rq)` of a density matrix. -/
def twoElec (g : Fin n → Fin n → Fin n → Fin n → ℝ) (P : Matrix (Fin n) (Fin n) ℝ) : ℝ :=
  ∑ p, ∑ q, ∑ r, ∑ s, g p q r s * (P p q * P r s - P p s * P r q)

/-- Hartree-Fock energy functional in an orthonormal basis of `n` real spin orbitals. -/
def energy (h : Matrix (Fin n) (Fin n) ℝ) (g : Fin n → Fin n → Fin n → Fin n → ℝ)
    (P : Matrix (Fin n) (Fin n) ℝ) : ℝ :=
  oneElec h P + 1 / 2 * twoElec g P

/-- The set of orthonormal families of `k` orbitals in a basis of size `n`. -/
def frames (n k : ℕ) : Set (Fin k → Fin n → ℝ) :=
  {c | ∀ i j, c i ⬝ᵥ c j = if i = j then 1 else 0}

/-- Density matrix `∑ c_i c_iᵀ` with every orbital fully occupied. -/
def density {k : ℕ} (c : Fin k → Fin n → ℝ) : Matrix (Fin n) (Fin n) ℝ :=
  ∑ i, vecMulVec (c i) (c i)

/-- Density matrix with the first `M` orbitals fully occupied and the last with occupation `t`. -/
def fracDensity {M : ℕ} (c : Fin (M + 1) → Fin n → ℝ) (t : ℝ) : Matrix (Fin n) (Fin n) ℝ :=
  density (fun i : Fin M => c i.castSucc) + t • vecMulVec (c (Fin.last M)) (c (Fin.last M))

variable (h : Matrix (Fin n) (Fin n) ℝ) (g : Fin n → Fin n → Fin n → Fin n → ℝ)

/-- The `k`-electron Hartree-Fock energy: infimum over orthonormal `k`-orbital families. -/
def hfEnergy (k : ℕ) : ℝ := sInf ((fun c => energy h g (density c)) '' frames n k)

/-- The orbital-relaxed energy `m(t)` with `M` full orbitals and one orbital of occupation `t`. -/
def fracEnergy (M : ℕ) (t : ℝ) : ℝ :=
  sInf ((fun c => energy h g (fracDensity c t)) '' frames n (M + 1))

/-- With frozen orbitals the energy is affine in the occupation `t` of one orbital `v`. -/
theorem energy_affine (D : Matrix (Fin n) (Fin n) ℝ) (v : Fin n → ℝ) (t : ℝ) :
    energy h g (D + t • vecMulVec v v)
      = (1 - t) * energy h g D + t * energy h g (D + vecMulVec v v) := by
  have h1 : oneElec h (D + t • vecMulVec v v)
      = (1 - t) * oneElec h D + t * oneElec h (D + vecMulVec v v) := by
    simp only [oneElec, Matrix.add_apply, Matrix.smul_apply, vecMulVec_apply, smul_eq_mul,
      Finset.mul_sum, ← Finset.sum_add_distrib]
    exact Finset.sum_congr rfl fun p _ => Finset.sum_congr rfl fun q _ => by ring
  -- the `t²` Coulomb and exchange self-interaction terms cancel entry by entry
  have h2 : twoElec g (D + t • vecMulVec v v)
      = (1 - t) * twoElec g D + t * twoElec g (D + vecMulVec v v) := by
    simp only [twoElec, Matrix.add_apply, Matrix.smul_apply, vecMulVec_apply, smul_eq_mul,
      Finset.mul_sum, ← Finset.sum_add_distrib]
    exact Finset.sum_congr rfl fun p _ => Finset.sum_congr rfl fun q _ =>
      Finset.sum_congr rfl fun r _ => Finset.sum_congr rfl fun s _ => by ring
  simp only [energy]
  rw [h1, h2]
  ring

/-- The orthonormal families of `k` orbitals form a compact set. -/
theorem frames_compact (n k : ℕ) : IsCompact (frames n k) := by
  refine (isCompact_univ_pi fun _ : Fin k => isCompact_univ_pi fun _ : Fin n =>
    isCompact_Icc (a := (-1 : ℝ)) (b := 1)).of_isClosed_subset ?_ ?_
  · simp only [frames, Set.ofPred_forall]
    refine isClosed_iInter fun i => isClosed_iInter fun j => isClosed_eq ?_ continuous_const
    unfold dotProduct
    fun_prop
  · -- every coefficient of a normalised orbital lies in [-1, 1]
    intro c hc i _ p _
    have h1 : ∑ q, c i q * c i q = 1 := by simpa [dotProduct] using hc i i
    have h2 : c i p * c i p ≤ ∑ q, c i q * c i q :=
      Finset.single_le_sum (f := fun q => c i q * c i q) (fun q _ => mul_self_nonneg _)
        (Finset.mem_univ p)
    constructor <;> nlinarith

/-- If `k + 1 ≤ n`, every orthonormal family of `k` orbitals is the first part of an
orthonormal family of `k + 1` orbitals. -/
theorem frames_extend {k : ℕ} (hk : k + 1 ≤ n) {c : Fin k → Fin n → ℝ} (hc : c ∈ frames n k) :
    ∃ d ∈ frames n (k + 1), (fun i : Fin k => d i.castSucc) = c := by
  -- a nonzero vector orthogonal to all orbitals, by counting dimensions
  obtain ⟨x, hx, hx0⟩ : ∃ x : Fin n → ℝ, (∀ i, c i ⬝ᵥ x = 0) ∧ x ≠ 0 := by
    have hker := LinearMap.ker_ne_bot_of_finrank_lt (f := Matrix.mulVecLin (Matrix.of c))
      (by simp only [Module.finrank_fin_fun]; omega)
    obtain ⟨x, hx, hx0⟩ := Submodule.exists_mem_ne_zero_of_ne_bot hker
    exact ⟨x, fun i => congrFun (LinearMap.mem_ker.1 hx) i, hx0⟩
  have hpos : 0 < x ⬝ᵥ x :=
    lt_of_le_of_ne (Finset.sum_nonneg fun i _ => mul_self_nonneg _)
      (fun h0 => hx0 (dotProduct_self_eq_zero.1 h0.symm))
  obtain ⟨s, hs, hss⟩ : ∃ s : ℝ, s ≠ 0 ∧ s * s = x ⬝ᵥ x :=
    ⟨Real.sqrt (x ⬝ᵥ x), (Real.sqrt_pos.2 hpos).ne', Real.mul_self_sqrt hpos.le⟩
  -- normalise it
  obtain ⟨v, hv, hvv⟩ : ∃ v : Fin n → ℝ, (∀ i, c i ⬝ᵥ v = 0) ∧ v ⬝ᵥ v = 1 := by
    refine ⟨s⁻¹ • x, fun i => by rw [dotProduct_smul, hx i, smul_zero], ?_⟩
    rw [smul_dotProduct, dotProduct_smul, smul_eq_mul, smul_eq_mul, ← hss]
    field_simp
  refine ⟨Fin.snoc (α := fun _ => Fin n → ℝ) c v, ?_, by funext i; simp⟩
  intro i j
  rcases Fin.eq_castSucc_or_eq_last i with ⟨i, rfl⟩ | rfl <;>
    rcases Fin.eq_castSucc_or_eq_last j with ⟨j, rfl⟩ | rfl <;>
    simp only [Fin.snoc_last, Fin.snoc_castSucc]
  · rw [hc i j]
    simp only [Fin.castSucc_inj]
  · rw [hv i, if_neg (Fin.castSucc_lt_last i).ne]
  · rw [dotProduct_comm, hv j, if_neg (Fin.castSucc_lt_last j).ne']
  · simpa using hvv

/-- Orthonormal families of `k` orbitals exist when `k ≤ n`. -/
theorem frames_nonempty {k : ℕ} (hk : k ≤ n) : (frames n k).Nonempty := by
  induction k with
  | zero => exact ⟨fun i => i.elim0, fun i => i.elim0⟩
  | succ k ih =>
    obtain ⟨c, hc⟩ := ih (by omega)
    obtain ⟨d, hd, -⟩ := frames_extend hk hc
    exact ⟨d, hd⟩

/-- For `k ≤ n` the `k`-electron Hartree-Fock energy is an attained minimum. -/
theorem hfEnergy_isLeast {k : ℕ} (hk : k ≤ n) :
    IsLeast ((fun c => energy h g (density c)) '' frames n k) (hfEnergy h g k) := by
  refine ((frames_compact n k).image ?_).isLeast_sInf ((frames_nonempty hk).image _)
  simp only [energy, oneElec, twoElec, density, Matrix.sum_apply, vecMulVec_apply]
  fun_prop

/-- For `M + 1 ≤ n` the relaxed energy `m(t)` is an attained minimum. -/
theorem fracEnergy_isLeast {M : ℕ} (hM : M + 1 ≤ n) (t : ℝ) :
    IsLeast ((fun c => energy h g (fracDensity c t)) '' frames n (M + 1))
      (fracEnergy h g M t) := by
  refine ((frames_compact n (M + 1)).image ?_).isLeast_sInf ((frames_nonempty hM).image _)
  simp only [energy, oneElec, twoElec, fracDensity, density, Matrix.add_apply,
    Matrix.smul_apply, Matrix.sum_apply, vecMulVec_apply, smul_eq_mul]
  fun_prop

/-- The relaxed energy `m(t)` is a concave function of the real parameter `t`. -/
theorem fracEnergy_concave {M : ℕ} (hM : M + 1 ≤ n) :
    ConcaveOn ℝ Set.univ (fracEnergy h g M) := by
  refine ⟨convex_univ, fun x _ y _ a b ha hb hab => ?_⟩
  -- orbitals optimal at the mixed occupation are trial orbitals at `x` and `y`
  obtain ⟨c, hc, hmin⟩ := (fracEnergy_isLeast h g hM (a • x + b • y)).1
  have hx : fracEnergy h g M x ≤ energy h g (fracDensity c x) :=
    (fracEnergy_isLeast h g hM x).2 ⟨c, hc, rfl⟩
  have hy : fracEnergy h g M y ≤ energy h g (fracDensity c y) :=
    (fracEnergy_isLeast h g hM y).2 ⟨c, hc, rfl⟩
  rw [← hmin]
  simp only [fracDensity] at hx hy ⊢
  rw [energy_affine] at hx hy ⊢
  obtain rfl : b = 1 - a := by linarith
  simp only [smul_eq_mul]
  nlinarith [mul_le_mul_of_nonneg_left hx ha, mul_le_mul_of_nonneg_left hy hb]

/-- For `M + 1 ≤ n`, at occupation `0` and `1` the relaxed energy equals the `M`- and
`(M+1)`-electron Hartree-Fock energy. -/
theorem fracEnergy_endpoints {M : ℕ} (hM : M + 1 ≤ n) :
    fracEnergy h g M 0 = hfEnergy h g M ∧ fracEnergy h g M 1 = hfEnergy h g (M + 1) := by
  have hM' : M ≤ n := by omega
  constructor
  · apply le_antisymm
    · -- add an empty orbital to the optimal `M` orbitals
      obtain ⟨c, hc, hmin⟩ := (hfEnergy_isLeast h g hM').1
      obtain ⟨d, hd, hdc⟩ := frames_extend hM hc
      refine (fracEnergy_isLeast h g hM 0).2 ⟨d, hd, ?_⟩
      rw [← hmin]
      simp only [fracDensity, zero_smul, add_zero, hdc]
    · -- drop the empty orbital
      obtain ⟨d, hd, hmin⟩ := (fracEnergy_isLeast h g hM 0).1
      refine (hfEnergy_isLeast h g hM').2 ⟨fun i => d i.castSucc, fun i j => ?_, ?_⟩
      · have := hd i.castSucc j.castSucc
        simpa only [Fin.castSucc_inj] using this
      · rw [← hmin]
        simp only [fracDensity, zero_smul, add_zero]
  · have hd : ∀ c : Fin (M + 1) → Fin n → ℝ, fracDensity c 1 = density c := fun c => by
      simp only [fracDensity, density, one_smul, Fin.sum_univ_castSucc]
    simp only [fracEnergy, hfEnergy, hd]

/-- For `N = M + 1 ≤ n`, `m` is concave on `[0,1]`, joins the `N - 1` and `N` electron Hartree-Fock
energies, and lies on or above the chord between them. -/
theorem localisation_error {M : ℕ} (hM : M + 1 ≤ n) :
    ConcaveOn ℝ (Set.Icc 0 1) (fracEnergy h g M) ∧
    fracEnergy h g M 0 = hfEnergy h g M ∧ fracEnergy h g M 1 = hfEnergy h g (M + 1) ∧
    ∀ t ∈ Set.Icc (0 : ℝ) 1,
      (1 - t) * hfEnergy h g M + t * hfEnergy h g (M + 1) ≤ fracEnergy h g M t := by
  obtain ⟨h0, h1⟩ := fracEnergy_endpoints h g hM
  have hc := fracEnergy_concave h g hM
  refine ⟨hc.subset (Set.subset_univ _) (convex_Icc 0 1), h0, h1, fun t ht => ?_⟩
  have key := hc.2 (Set.mem_univ (0 : ℝ)) (Set.mem_univ (1 : ℝ)) (sub_nonneg.2 ht.2) ht.1
    (by ring)
  simp only [smul_eq_mul, mul_zero, mul_one, zero_add] at key
  rwa [h0, h1] at key

end

end FractionalHartreeFock
```

```lean
#print axioms FractionalHartreeFock.fracEnergy_concave
#print axioms FractionalHartreeFock.localisation_error
```

```
'FractionalHartreeFock.fracEnergy_concave' depends on axioms: [propext, Classical.choice, Quot.sound]
'FractionalHartreeFock.localisation_error' depends on axioms: [propext, Classical.choice, Quot.sound]
```

## How the Lean objects map to Hartree–Fock quantities

`oneElec`, `twoElec` and `energy` are the two sums and $E(P)$, with `h P : Matrix (Fin n) (Fin n) ℝ` and `g` a plain function of four indices. The exchange term is `P p s * P r q`, which fixes the order $(pq|rs)$. An orbital is a vector `Fin n → ℝ`, and `frames n k` is the set of $k$-frames under the Euclidean product `⬝ᵥ`, which is where the orthonormal basis enters. `vecMulVec v v` is $vv^{T}$. In `fracDensity`, `i.castSucc` runs over the orbitals $0,\dots,M-1$ and `Fin.last M` is orbital $M$. `hfEnergy h g k` is $E_k$ and `fracEnergy h g M t` is $m(t)$, both defined by `sInf` over the image of the frames. For $M+1>n$ the set of $(M+1)$-frames is empty and `sInf` returns $0$, a value without physical meaning that the hypothesis `hM : M + 1 ≤ n` keeps out.

`localisation_error` states four things under `hM` alone: `ConcaveOn ℝ (Set.Icc 0 1) (fracEnergy h g M)`, the two endpoint equalities, and the chord inequality for every `t ∈ Set.Icc (0 : ℝ) 1`. It includes $M=0$, $n=1$, where $E_0=E(0)=0$ and $m(t)=t\,h_{00}$.

## Lemmas against the steps above

`energy_affine` is the frozen-orbital identity. Both `h1` and `h2` collect each side into one nested sum and compare summands with `Finset.sum_congr`; in `h2` the inner `ring` is the expansion in $A$, $B$, $C$ with $C=0$.

`frames_compact` obtains the cube from `isCompact_univ_pi` and `isCompact_Icc`, closedness from `isClosed_eq`, and the coefficient bound from `Finset.single_le_sum` followed by `nlinarith`. `frames_extend` applies `LinearMap.ker_ne_bot_of_finrank_lt` to `Matrix.mulVecLin (Matrix.of c)` for the kernel vector, normalises it as `s⁻¹ • x` with `s * s = x ⬝ᵥ x`, appends it by `Fin.snoc`, and checks the four cases of old or new index pairs. `frames_nonempty` is the induction. `hfEnergy_isLeast` and `fracEnergy_isLeast` combine compactness, non-emptiness and continuity (`fun_prop`) into `IsLeast`: the infimum is the energy of some frame and is a lower bound for all frames.

`fracEnergy_concave` proves concavity on `Set.univ`, that is for all real $t$. It takes the minimiser `c` at `a • x + b • y`, records the trial bounds `hx` and `hy`, rewrites all three energies with `energy_affine`, and lets `nlinarith` add the bounds weighted by $a$ and $b$. `fracEnergy_endpoints` splits $t=0$ by `le_antisymm` into the extension and restriction arguments, and settles $t=1$ with `Fin.sum_univ_castSucc`. The final theorem restricts concavity to $[0,1]$ and evaluates it at $0$ and $1$ in `key`.

## Global minima, a weak inequality, one real spin orbital

All three energies in the bound are global minima. An SCF code finds stationary points, so its numbers are upper bounds to $E_M$, $E_{M+1}$ and $m(t)$, and a scan that looks concave does not certify that any point is the global minimum.

The inequality is weak and carries no estimate of the gap. Equality on all of $[0,1]$ occurs: for $M=0$ the identity gives $E(t\,vv^{T})=t\,E(vv^{T})$, so $m(t)=tE_1$ for $t\ge0$. In common usage localisation error means a concave deviation from the straight line of the exact theory. Here the line joins the two Hartree–Fock energies, no exact many-electron energy appears, and what is established is the sign of the deviation from that line.

The minimisation runs over all real orthonormal orbitals in the spin-orbital basis, with no spin, spatial-symmetry or aufbau constraint. A restricted or unrestricted calculation searches a smaller set, and complex orbitals are not treated. A basis with a non-trivial overlap matrix must be orthogonalised before the formulas apply as written.

Exactly one orbital is fractional. If the fraction is spread over two spin orbitals, as when a spin-restricted code divides it between both spins of one spatial orbital, the added density has rank two and a $t^2$ term remains: with occupations $\lambda t$ and $(1-\lambda)t$ it is $\lambda(1-\lambda)\,t^2\,(J-K)$, where $J$ and $K$ are the Coulomb and exchange integrals between the two orbitals (for an even split over both spins of one spatial orbital $K=0$ and the term is $t^2J/4$). The cancellation $C=0$ also needs exchange at full weight, so a functional with scaled exchange does not satisfy the identity in general. The restart procedure, the fragment argument and these limiting cases are reasoning in prose from the stated theorems and do not appear as statements in the file. All quantities are exact real numbers, so tolerances for rounding, integral screening and loss of orthonormality are left to the code.
